# Every operator on a single spin 1/2 is uniquely A + iB with A and B invariant under time reversal

Time reversal takes an operator M on a single spin 1/2 to σ_y conj(M) σ_y, where conj(M) is the entrywise complex conjugate. The declaration states that every complex 2×2 matrix M, Hermitian or not, can be written in exactly one way as A + iB with A and B both unchanged by this operation. The attempt names the two parts outright: with R the time-reversed M, they are A = (M + R)/2 and B = −i(M − R)/2. It checks their invariance through relations between matrix entries, and gets uniqueness from the fact that time reversal turns A + iB into A − iB.

An attempt in Lean 4 with a fault in it:

```lean
import Mathlib

open Matrix ComplexConjugate
open scoped Kronecker Quaternion

namespace ExistsUniqueInvariantParts

noncomputable section

/-- The Pauli matrix `σ_y`. -/
def sigmaY : Matrix (Fin 2) (Fin 2) ℂ := !![0, -Complex.I; Complex.I, 0]

/-- The time-reversed operator `σ_y conj(M) σ_y`. -/
def reversed (M : Matrix (Fin 2) (Fin 2) ℂ) : Matrix (Fin 2) (Fin 2) ℂ :=
  sigmaY * M.map conj * sigmaY

/-- A spin operator is time-reversal invariant if it equals its time-reversed operator. -/
def IsInvariant (M : Matrix (Fin 2) (Fin 2) ℂ) : Prop := reversed M = M

/-- Time reversal exchanges the two diagonal entries of an operator with each other, and likewise
the two off-diagonal entries; it conjugates all four and changes the sign of the off-diagonal ones.
-/
theorem reversed_eq (M : Matrix (Fin 2) (Fin 2) ℂ) :
    reversed M = !![conj (M 1 1), -conj (M 1 0); -conj (M 0 1), conj (M 0 0)] := by
  ext i j
  fin_cases i <;> fin_cases j <;> apply Complex.ext <;>
    simp [reversed, sigmaY, Matrix.mul_apply, Matrix.vecMul, dotProduct, Fin.sum_univ_two]

/-- Invariance under time reversal amounts to two relations between matrix entries. -/
theorem isInvariant_iff_entries (M : Matrix (Fin 2) (Fin 2) ℂ) :
    IsInvariant M ↔ M 1 1 = conj (M 0 0) ∧ M 1 0 = -conj (M 0 1) := by
  unfold IsInvariant
  rw [reversed_eq]
  constructor
  · intro h
    exact ⟨by simpa using (congrArg (fun N => N 1 1) h).symm,
      by simpa using (congrArg (fun N => N 1 0) h).symm⟩
  · rintro ⟨h1, h2⟩
    ext i j
    fin_cases i <;> fin_cases j <;> simp [h1, h2]

/-- Every operator on a spin 1/2 splits in exactly one way as `A + i B` with `A` and `B`
time-reversal invariant. -/
theorem existsUnique_invariant_parts (M : Matrix (Fin 2) (Fin 2) ℂ) :
    ∃! p : Matrix (Fin 2) (Fin 2) ℂ × Matrix (Fin 2) (Fin 2) ℂ,
      IsInvariant p.1 ∧ IsInvariant p.2 ∧ M = p.1 + Complex.I • p.2 := by
  refine ⟨((1 / 2 : ℂ) • (M + reversed M), (-Complex.I / 2) • (M - reversed M)),
    ⟨?_, ?_, ?_⟩, ?_⟩
  · rw [isInvariant_iff_entries, reversed_eq]
    constructor <;> simp <;> ring
  · rw [isInvariant_iff_entries, reversed_eq]
    constructor <;> simp <;> ring
  · ext i j
    simp only [Matrix.add_apply, Matrix.sub_apply, Matrix.smul_apply, smul_eq_mul]
    linear_combination (1 / 2 : ℂ) * (M i j - reversed M i j) * Complex.I_sq
  · rintro ⟨A, B⟩ ⟨hA, hB, hM⟩
    -- time reversal is antilinear, so it flips the sign of the second part
    have hR : reversed M = A - Complex.I • B := by
      have h : reversed M = reversed A - Complex.I • reversed B := by
        rw [hM, reversed_eq, reversed_eq, reversed_eq]
        ext i j
        fin_cases i <;> fin_cases j <;> simp <;> ring
      rw [h, show reversed A = A from hA, show reversed B = B from hB]
    rw [hR, hM]
    refine Prod.ext ?_ ?_
    · ext i j
      simp only [Matrix.add_apply, Matrix.sub_apply, Matrix.smul_apply, smul_eq_mul]
      ring
    · ext i j
      simp only [Matrix.add_apply, Matrix.sub_apply, Matrix.smul_apply, smul_eq_mul]
      linear_combination B i j * Complex.I_sq

end

end ExistsUniqueInvariantParts
```

The compiler's answer:

```
Try this:
  [apply] ring_nf
  
  The `ring` tactic failed to close the goal. Use `ring_nf` to obtain a normal form.
    
  Note that `ring` works primarily in *commutative* rings. If you have a noncommutative ring, abelian group or module, consider using `noncomm_ring`, `abel` or `module` instead.
Try this:
  [apply] ring_nf
  
  The `ring` tactic failed to close the goal. Use `ring_nf` to obtain a normal form.
    
  Note that `ring` works primarily in *commutative* rings. If you have a noncommutative ring, abelian group or module, consider using `noncomm_ring`, `abel` or `module` instead.
Main.lean:49:2: error: unsolved goals
case refine_1.left
M : Matrix (Fin 2) (Fin 2) ℂ
⊢ M 1 1 * (1 / 2) + (starRingEnd ℂ) (M 0 0) * (1 / 2) =
    M 1 1 * ((starRingEnd ℂ) 2)⁻¹ + (starRingEnd ℂ) (M 0 0) * ((starRingEnd ℂ) 2)⁻¹

case refine_1.right
M : Matrix (Fin 2) (Fin 2) ℂ
⊢ M 1 0 * (1 / 2) + (starRingEnd ℂ) (M 0 1) * (-1 / 2) =
    M 1 0 * ((starRingEnd ℂ) 2)⁻¹ - (starRingEnd ℂ) (M 0 1) * ((starRingEnd ℂ) 2)⁻¹
Try this:
  [apply] ring_nf
  
  The `ring` tactic failed to close the goal. Use `ring_nf` to obtain a normal form.
    
  Note that `ring` works primarily in *commutative* rings. If you have a noncommutative ring, abelian group or module, consider using `noncomm_ring`, `abel` or `module` instead.
Try this:
  [apply] ring_nf
  
  The `ring` tactic failed to close the goal. Use `ring_nf` to obtain a normal form.
    
  Note that `ring` works primarily in *commutative* rings. If you have a noncommutative ring, abelian group or module, consider using `noncomm_ring`, `abel` or `module` instead.
Main.lean:51:2: error: unsolved goals
case refine_2.left
M : Matrix (Fin 2) (Fin 2) ℂ
⊢ Complex.I * M 1 1 * (-1 / 2) + Complex.I * (starRingEnd ℂ) (M 0 0) * (1 / 2) =
    -(Complex.I * M 1 1 * ((starRingEnd ℂ) 2)⁻¹) + Complex.I * (starRingEnd ℂ) (M 0 0) * ((starRingEnd ℂ) 2)⁻¹

case refine_2.right
M : Matrix (Fin 2) (Fin 2) ℂ
⊢ Complex.I * M 1 0 * (-1 / 2) + Complex.I * (starRingEnd ℂ) (M 0 1) * (-1 / 2) =
    -(Complex.I * M 1 0 * ((starRingEnd ℂ) 2)⁻¹) - Complex.I * (starRingEnd ℂ) (M 0 1) * ((starRingEnd ℂ) 2)⁻¹
```

Both errors come from the invariance checks, one for each part, and each leaves two entry relations open. The relations conjugate entries that carry a factor 1/2. `simp` moves the conjugation inward as far as the number 2 and stops there, leaving `((starRingEnd ℂ) 2)⁻¹`, where `starRingEnd ℂ` is complex conjugation. `ring` knows nothing about conjugation, so it treats `(starRingEnd ℂ) 2` as an unknown quantity and can't match its inverse with the plain `1 / 2` on the other side. The "Try this" messages report that `ring` failed to close these goals; the `ring_nf` they suggest would only put them in normal form, and the missing fact is that 2 is its own conjugate.

The repair proves that fact as `h2`, by comparing real and imaginary parts, and hands it to `simp` in both checks. The conjugated 2 then becomes an ordinary 2, and what remains is algebra that `ring` can finish.

As a diff, the version that Lean accepts:

```diff
@@ -45,10 +45,11 @@
     ∃! p : Matrix (Fin 2) (Fin 2) ℂ × Matrix (Fin 2) (Fin 2) ℂ,
       IsInvariant p.1 ∧ IsInvariant p.2 ∧ M = p.1 + Complex.I • p.2 := by
+  have h2 : conj (2 : ℂ) = 2 := by apply Complex.ext <;> simp
   refine ⟨((1 / 2 : ℂ) • (M + reversed M), (-Complex.I / 2) • (M - reversed M)),
     ⟨?_, ?_, ?_⟩, ?_⟩
   · rw [isInvariant_iff_entries, reversed_eq]
-    constructor <;> simp <;> ring
+    constructor <;> simp [h2] <;> ring
   · rw [isInvariant_iff_entries, reversed_eq]
-    constructor <;> simp <;> ring
+    constructor <;> simp [h2] <;> ring
   · ext i j
     simp only [Matrix.add_apply, Matrix.sub_apply, Matrix.smul_apply, smul_eq_mul]
```
